# Lattice continuity equation and a potential-independent bound on the density rate of one orbital with Hermitian hopping

## Two sites

Take one particle on sites 0 and 1, with amplitudes ψ_0(t) and ψ_1(t), a fixed Hermitian 2×2 matrix T, and real site energies v_0(t), v_1(t) that may change with time in any way. With ħ = 1, a prime for the time derivative and conj z for the complex conjugate of z, the equation at site 0 is

i ψ_0' = (T_00 + v_0) ψ_0 + T_01 ψ_1

The density there is ρ_0 = |ψ_0|². Multiply by conj ψ_0 and take twice the imaginary part. The left side gives 2 Re(conj ψ_0 ψ_0') = ρ_0'. On the right, (T_00 + v_0) |ψ_0|² is real, since a Hermitian matrix has a real diagonal, and it drops out:

ρ_0' = 2 Im(T_01 conj ψ_0 ψ_1)

An imaginary part never exceeds the modulus, so |ρ_0'| ≤ 2 |T_01| √(ρ_0 ρ_1), where ρ_1 = |ψ_1|². For a normalised state ρ_1 = 1 − ρ_0, and ρ_0(1 − ρ_0) = 1/4 − (ρ_0 − 1/2)² ≤ 1/4, so

|ρ_0'| ≤ 2 |T_01| √(ρ_0 (1 − ρ_0)) ≤ |T_01|

The first inequality can be an equality. For T_01 = T_10 = 1, zero diagonal and v = 0, the state ψ = (cos t, −i sin t) obeys i ψ_0' = −i sin t = ψ_1 and i ψ_1' = cos t = ψ_0. Its rate is ρ_0' = −2 cos t sin t, and 2 √(ρ_0 ρ_1) = 2 |cos t sin t| at every t.

## Any finite lattice

Let i and j run over a finite set of sites, let T be a time-independent complex matrix, and let v_i(t) be real. As a subscript i labels a site, and as a factor it is the imaginary unit. The equation of motion, the density and the bond current from j into i are

i ψ_i' = Σ_j T_ij ψ_j + v_i ψ_i

ρ_i = |ψ_i|²

J_ij = 2 Im(T_ij conj ψ_i ψ_j)

The claims are ρ_i' = Σ_j J_ij for any T and, for Hermitian T,

|ρ_i'| ≤ 2 Σ_{j≠i} |T_ij| √(ρ_i ρ_j)

For the rate, ρ_i = conj ψ_i ψ_i gives ρ_i' = 2 Re(conj ψ_i ψ_i'), and Re z = Im(i z) turns this into

ρ_i' = 2 Im(conj ψ_i · i ψ_i') = 2 Σ_j Im(T_ij conj ψ_i ψ_j) + 2 Im(v_i |ψ_i|²) = Σ_j J_ij

Only the reality of v_i was used. For a non-Hermitian T the norm need not be conserved: if T_ii has an imaginary part, the term J_ii = 2 Im(T_ii) ρ_i is a source or sink at site i, and if T_ji ≠ conj T_ij for some bond, J_ij and J_ji need not cancel even when the diagonal is real.

Now let T_ji = conj T_ij, which makes the Hamiltonian Hermitian. Put z = T_ij conj ψ_i ψ_j. Then T_ji conj ψ_j ψ_i = conj z, whose imaginary part has the opposite sign, so

J_ij = −J_ji, and in particular J_ii = 0

Each bond obeys |J_ij| = 2 |Im z| ≤ 2 |z| = 2 |T_ij| |ψ_i| |ψ_j| = 2 |T_ij| √(ρ_i ρ_j). Leaving out the vanishing term j = i and applying the triangle inequality to the rest gives the bound. On a single site the sum is empty and ρ_0' = 0.

For a set S of sites, sum the rates over i ∈ S and split j into S and its complement. The interior part A = Σ_{i∈S} Σ_{j∈S} J_ij equals −A after exchanging the summation labels, so A = 0 and

(Σ_{i∈S} ρ_i)' = Σ_{i∈S} Σ_{j∉S} J_ij

|(Σ_{i∈S} ρ_i)'| ≤ 2 Σ_{i∈S} Σ_{j∉S} |T_ij| √(ρ_i ρ_j)

With S the whole lattice both right sides are empty sums, and the norm has zero derivative.

In time-dependent density functional theory on a lattice one asks which density histories a local potential can produce. For one orbital on a finite lattice with fixed Hermitian hopping the bound is a necessary condition: a history that violates it at some time comes from no real on-site potential.

## Three sites with numbers

Take a chain with T_01 = T_10 = T_12 = T_21 = −1 and all other entries zero, and at some instant the normalised state

ψ = (1/3, 2i/3, −2/3), ρ = (1/9, 4/9, 4/9)

The currents into the middle site are

J_10 = 2 Im((−1)(−2i/3)(1/3)) = 4/9

J_12 = 2 Im((−1)(−2i/3)(−2/3)) = −8/9

so ρ_1' = −4/9, against the bound 2 (2/9 + 4/9) = 4/3. To see the potential drop out, set v_1 = −3. Then i ψ_1' = −1/3 + 2/3 − 2i, so ψ_1' = −2 − i/3, and conj ψ_1 ψ_1' = (−2i/3)(−2 − i/3) = −2/9 + 4i/3. Twice the real part is −4/9, and v_1 has contributed only to the imaginary part. At the ends ρ_0' = J_01 = −4/9 and ρ_2' = J_21 = 8/9, each at its bound in modulus, and the three rates add to zero. Both bonds of site 1 carry their maximal current, but one flows in and the other out, which is where the triangle inequality is strict.

## Currents in a propagation code

Given the vector ψ at a time step, a program forms the matrix M_ij = conj ψ_i ψ_j, multiplies it entry by entry with T, and takes twice the imaginary part to get J. The row sums of J are the rates ρ_i'. They can be compared with the centred difference (ρ_i(t + δ) − ρ_i(t − δ)) / 2δ for a time step δ, and J plus its transpose should vanish to rounding. For real symmetric T, using the transpose of M reverses every current. In a split-step propagator a potential step of length τ, with v_i held fixed, multiplies ψ_i by exp(−i v_i τ), which leaves each ρ_i unchanged but can shift the relative phases that enter the later currents. For several non-interacting orbitals one adds their densities and currents. The three-site numbers and these remarks on programs are illustrations, and the file below contains no theorem about them.

## Definitions and theorems in Lean

The sites are a finite type `n`, and `T : Matrix n n ℂ` has no time argument. The potential is `v : ℝ → n → ℝ`, so its reality is fixed by the type. `hamiltonian T w` is T + diag w for a real vector w. `SolvesAt T v ψ t` says that there is a vector `ψ'` whose component `ψ' i` is the derivative at t of the amplitude at site i, for every i, and that `Complex.I • ψ' = hamiltonian T (v t) *ᵥ ψ t`. This fixes ħ = 1 and the sign of the Schrödinger equation. It concerns the single time t: only the value `v t` appears, and no continuity of v is required. That a solution exists is a hypothesis, with no existence theorem for general v. `density φ i` is |φ_i|² and `bondCurrent T φ i j` is J_ij for a vector φ, positive for flow from j into i. For a complex number, `‖T i j‖` is the modulus.

`continuity` assumes `SolvesAt T v ψ t` and states, for any T, that s ↦ ρ_i(s) has derivative Σ_j J_ij at t. `density_rate_bound` adds `T.IsHermitian` and returns this derivative together with the bound, where `univ.erase i` is the set of sites j ≠ i. `region_rate_bound` does the same for a `Finset` S with complement `Sᶜ`. None of these assumes normalisation. `dimer_rate_bound` works on `Fin 2` with a Hermitian T and a solution at t, assumes in `hn` that ρ_0 + ρ_1 = 1 at time t, which stands for one particle in total, and bounds any number r that is the derivative of ρ_0 at t. `rabi_witness` states that `hop` is Hermitian, that `rabi` solves the equation with zero potential, that ρ_0' = −2 cos t sin t, and that the modulus of this rate equals the right side of the site bound.

The theorems concern one complex amplitude per site. Interacting many-electron states, sums over occupied orbitals and infinite lattices are not treated, and neither is the converse question of whether a history that obeys the bound has a potential. Since the statements are pointwise in t, v may depend on ψ itself, as a local mean-field potential does, provided that the equation holds at t with a real value `v t`. For the same reason the theorems apply to time-dependent hopping, with T taken as the hopping matrix at time t.

## The file

```lean
import Mathlib

open Matrix Finset ComplexConjugate

namespace LatticeContinuity

noncomputable section

variable {n : Type*} [Fintype n] [DecidableEq n]

/-- The lattice Hamiltonian `T + diag w`: hopping matrix plus real on-site potential. -/
def hamiltonian (T : Matrix n n ℂ) (w : n → ℝ) : Matrix n n ℂ :=
  T + diagonal (fun i => (w i : ℂ))

/-- The wave function `ψ` is differentiable at time `t` and obeys
`i ψ'(t) = (T + diag v(t)) ψ(t)`. -/
def SolvesAt (T : Matrix n n ℂ) (v : ℝ → n → ℝ) (ψ : ℝ → n → ℂ) (t : ℝ) : Prop :=
  ∃ ψ' : n → ℂ, (∀ i, HasDerivAt (fun s => ψ s i) (ψ' i) t) ∧
    Complex.I • ψ' = hamiltonian T (v t) *ᵥ ψ t

/-- The site density `ρ_i = |φ_i|²`. -/
def density (φ : n → ℂ) (i : n) : ℝ := Complex.normSq (φ i)

/-- The bond current `J_ij = 2 Im (T_ij conj(φ_i) φ_j)` from site `j` into site `i`. -/
def bondCurrent (T : Matrix n n ℂ) (φ : n → ℂ) (i j : n) : ℝ :=
  2 * (T i j * conj (φ i) * φ j).im

omit [Fintype n] [DecidableEq n] in
/-- For Hermitian hopping the bond current is antisymmetric, `J_ij = -J_ji`. -/
theorem bondCurrent_antisymm {T : Matrix n n ℂ} (hT : T.IsHermitian) (φ : n → ℂ) (i j : n) :
    bondCurrent T φ i j = -bondCurrent T φ j i := by
  unfold bondCurrent
  rw [← hT.apply j i]
  simp only [Complex.star_def, Complex.mul_im, Complex.mul_re, Complex.conj_re, Complex.conj_im]
  ring

omit [Fintype n] [DecidableEq n] in
/-- The bond current is bounded by hopping and densities: `|J_ij| ≤ 2 |T_ij| √(ρ_i ρ_j)`. -/
theorem abs_bondCurrent_le (T : Matrix n n ℂ) (φ : n → ℂ) (i j : n) :
    |bondCurrent T φ i j| ≤ 2 * (‖T i j‖ * Real.sqrt (density φ i * density φ j)) := by
  have hs : Real.sqrt (density φ i * density φ j) = ‖φ i‖ * ‖φ j‖ := by
    unfold density
    rw [Complex.normSq_eq_norm_sq, Complex.normSq_eq_norm_sq, ← mul_pow,
      Real.sqrt_sq (by positivity)]
  -- the imaginary part is bounded by the modulus
  have h := Complex.abs_im_le_norm (T i j * conj (φ i) * φ j)
  rw [norm_mul, norm_mul, Complex.norm_conj] at h
  unfold bondCurrent
  rw [hs, abs_mul, abs_two]
  linarith

/-- Lattice continuity equation: for any real potential, `ρ_i' = ∑_j J_ij`. -/
theorem continuity {T : Matrix n n ℂ} {v : ℝ → n → ℝ} {ψ : ℝ → n → ℂ} {t : ℝ}
    (h : SolvesAt T v ψ t) (i : n) :
    HasDerivAt (fun s => density (ψ s) i) (∑ j, bondCurrent T (ψ t) i j) t := by
  obtain ⟨ψ', hd, he⟩ := h
  have hre : HasDerivAt (fun s => (ψ s i).re) (ψ' i).re t := by
    have h := Complex.reCLM.hasFDerivAt.comp_hasDerivAt t (hd i)
    exact h
  have him : HasDerivAt (fun s => (ψ s i).im) (ψ' i).im t := by
    have h := Complex.imCLM.hasFDerivAt.comp_hasDerivAt t (hd i)
    exact h
  -- the equation of motion at site i
  have hi : Complex.I * ψ' i = ∑ j, T i j * ψ t j + (v t i : ℂ) * ψ t i := by
    rw [hamiltonian, Matrix.add_mulVec] at he
    have h := congrFun he i
    rw [Pi.add_apply, Matrix.mulVec_diagonal] at h
    exact h
  have hS : ∑ j, T i j * ψ t j = Complex.I * ψ' i - (v t i : ℂ) * ψ t i := by
    rw [hi]; ring
  have hsum : ∑ j, bondCurrent T (ψ t) i j = 2 * (conj (ψ t i) * ∑ j, T i j * ψ t j).im := by
    rw [Finset.mul_sum, Complex.im_sum, Finset.mul_sum]
    refine Finset.sum_congr rfl fun j _ => ?_
    have hj : T i j * conj (ψ t i) * ψ t j = conj (ψ t i) * (T i j * ψ t j) := by ring
    rw [bondCurrent, hj]
  have hf : (fun s => density (ψ s) i)
      = fun s => (ψ s i).re * (ψ s i).re + (ψ s i).im * (ψ s i).im := by
    funext s
    rw [density, Complex.normSq_apply]
  rw [hf]
  refine ((hre.fun_mul hre).fun_add (him.fun_mul him)).congr_deriv ?_
  -- the potential term v_i |ψ_i|² is real and drops out of the imaginary part
  rw [hsum, hS]
  simp only [Complex.mul_im, Complex.mul_re, Complex.sub_re, Complex.sub_im, Complex.conj_re,
    Complex.conj_im, Complex.I_re, Complex.I_im, Complex.ofReal_re, Complex.ofReal_im]
  ring

/-- For Hermitian `T` and any real potential, `ρ_i' = ∑_j J_ij` and
`|ρ_i'| ≤ 2 ∑_{j ≠ i} |T_ij| √(ρ_i ρ_j)`. -/
theorem density_rate_bound {T : Matrix n n ℂ} (hT : T.IsHermitian) {v : ℝ → n → ℝ}
    {ψ : ℝ → n → ℂ} {t : ℝ} (h : SolvesAt T v ψ t) (i : n) :
    HasDerivAt (fun s => density (ψ s) i) (∑ j, bondCurrent T (ψ t) i j) t ∧
      |∑ j, bondCurrent T (ψ t) i j| ≤
        2 * ∑ j ∈ univ.erase i, ‖T i j‖ * Real.sqrt (density (ψ t) i * density (ψ t) j) := by
  refine ⟨continuity h i, ?_⟩
  -- the on-site current vanishes by antisymmetry
  have h0 : bondCurrent T (ψ t) i i = 0 := by
    have := bondCurrent_antisymm hT (ψ t) i i
    linarith
  have he : ∑ j ∈ univ.erase i, bondCurrent T (ψ t) i j = ∑ j, bondCurrent T (ψ t) i j :=
    Finset.sum_erase _ h0
  rw [← he, Finset.mul_sum]
  exact (Finset.abs_sum_le_sum_abs _ _).trans
    (Finset.sum_le_sum fun j _ => abs_bondCurrent_le T (ψ t) i j)

/-- For Hermitian `T` and a solution `ψ` with any real potential, the total density in a region `S`
changes at the rate `∑_{i ∈ S, j ∉ S} J_ij`, whose modulus is at most `2 ∑_{i ∈ S, j ∉ S} |T_ij|
√(ρ_i ρ_j)`. -/
theorem region_rate_bound {T : Matrix n n ℂ} (hT : T.IsHermitian) {v : ℝ → n → ℝ}
    {ψ : ℝ → n → ℂ} {t : ℝ} (h : SolvesAt T v ψ t) (S : Finset n) :
    HasDerivAt (fun s => ∑ i ∈ S, density (ψ s) i)
        (∑ i ∈ S, ∑ j ∈ Sᶜ, bondCurrent T (ψ t) i j) t ∧
      |∑ i ∈ S, ∑ j ∈ Sᶜ, bondCurrent T (ψ t) i j| ≤
        2 * ∑ i ∈ S, ∑ j ∈ Sᶜ, ‖T i j‖ * Real.sqrt (density (ψ t) i * density (ψ t) j) := by
  -- currents inside the region cancel in pairs
  have h0 : ∑ i ∈ S, ∑ j ∈ S, bondCurrent T (ψ t) i j
      = -∑ i ∈ S, ∑ j ∈ S, bondCurrent T (ψ t) i j :=
    calc _ = ∑ j ∈ S, ∑ i ∈ S, bondCurrent T (ψ t) i j := Finset.sum_comm
      _ = ∑ j ∈ S, ∑ i ∈ S, -bondCurrent T (ψ t) j i :=
          Finset.sum_congr rfl fun j _ => Finset.sum_congr rfl fun i _ =>
            bondCurrent_antisymm hT (ψ t) i j
      _ = _ := by simp only [Finset.sum_neg_distrib]
  have hsplit : ∑ i ∈ S, ∑ j, bondCurrent T (ψ t) i j
      = ∑ i ∈ S, ∑ j ∈ S, bondCurrent T (ψ t) i j
        + ∑ i ∈ S, ∑ j ∈ Sᶜ, bondCurrent T (ψ t) i j := by
    rw [← Finset.sum_add_distrib]
    exact Finset.sum_congr rfl fun i _ => (Finset.sum_add_sum_compl S _).symm
  constructor
  · refine (HasDerivAt.fun_sum fun i (_ : i ∈ S) => continuity h i).congr_deriv ?_
    linarith
  · rw [Finset.mul_sum]
    refine (Finset.abs_sum_le_sum_abs _ _).trans (Finset.sum_le_sum fun i _ => ?_)
    rw [Finset.mul_sum]
    exact (Finset.abs_sum_le_sum_abs _ _).trans
      (Finset.sum_le_sum fun j _ => abs_bondCurrent_le T (ψ t) i j)

/-- On two sites with Hermitian `T`, for a solution `ψ` with any real potential and `ρ_0 + ρ_1 = 1`
at time `t`, the rate `r = ρ_0'` obeys `|r| ≤ 2 |T_01| √(ρ_0 (1 - ρ_0))` and `|r| ≤ |T_01|`. -/
theorem dimer_rate_bound {T : Matrix (Fin 2) (Fin 2) ℂ} (hT : T.IsHermitian)
    {v : ℝ → Fin 2 → ℝ} {ψ : ℝ → Fin 2 → ℂ} {t r : ℝ} (h : SolvesAt T v ψ t)
    (hn : density (ψ t) 0 + density (ψ t) 1 = 1)
    (hr : HasDerivAt (fun s => density (ψ s) 0) r t) :
    |r| ≤ 2 * (‖T 0 1‖ * Real.sqrt (density (ψ t) 0 * (1 - density (ψ t) 0))) ∧
      |r| ≤ ‖T 0 1‖ := by
  obtain ⟨hd, hb⟩ := density_rate_bound hT h 0
  have he : (univ : Finset (Fin 2)).erase 0 = {1} := by decide
  have h1 : density (ψ t) 1 = 1 - density (ψ t) 0 := by linarith
  rw [← hr.unique hd, he, Finset.sum_singleton, h1] at hb
  have hs : Real.sqrt (density (ψ t) 0 * (1 - density (ψ t) 0)) ≤ 1 / 2 :=
    Real.sqrt_le_iff.2 ⟨by norm_num, by nlinarith [sq_nonneg (density (ψ t) 0 - 1 / 2)]⟩
  have hm := mul_le_mul_of_nonneg_left hs (norm_nonneg (T 0 1))
  exact ⟨hb, by linarith⟩

/-- Unit hopping between two sites. -/
def hop : Matrix (Fin 2) (Fin 2) ℂ := !![0, 1; 1, 0]

/-- The two-site oscillation `ψ(s) = (cos s, -i sin s)`. -/
def rabi (s : ℝ) : Fin 2 → ℂ := ![((Real.cos s : ℝ) : ℂ), -Complex.I * ((Real.sin s : ℝ) : ℂ)]

/-- The two-site oscillation solves the equation with Hermitian unit hopping and zero potential,
has `ρ_0' = -2 cos t sin t`, and attains the rate bound with equality at every time. -/
theorem rabi_witness (t : ℝ) :
    hop.IsHermitian ∧ SolvesAt hop (fun _ _ => 0) rabi t ∧
      HasDerivAt (fun s => density (rabi s) 0) (-(2 * (Real.cos t * Real.sin t))) t ∧
      |-(2 * (Real.cos t * Real.sin t))| = 2 * ∑ j ∈ univ.erase 0,
        ‖hop 0 j‖ * Real.sqrt (density (rabi t) 0 * density (rabi t) j) := by
  have hd0 : ∀ s, density (rabi s) 0 = Real.cos s * Real.cos s := fun s =>
    Complex.normSq_ofReal (Real.cos s)
  have hd1 : density (rabi t) 1 = Real.sin t * Real.sin t := by
    show Complex.normSq (-Complex.I * ((Real.sin t : ℝ) : ℂ)) = _
    rw [map_mul, Complex.normSq_neg, Complex.normSq_I, Complex.normSq_ofReal, one_mul]
  refine ⟨?_, ⟨![((-Real.sin t : ℝ) : ℂ), -Complex.I * ((Real.cos t : ℝ) : ℂ)], ?_, ?_⟩, ?_, ?_⟩
  · show hopᴴ = hop
    ext i j
    fin_cases i <;> fin_cases j <;> simp [hop, Matrix.conjTranspose_apply]
  · rw [Fin.forall_fin_two]
    exact ⟨(Real.hasDerivAt_cos t).ofReal_comp,
      (Real.hasDerivAt_sin t).ofReal_comp.const_mul (-Complex.I)⟩
  · ext i
    fin_cases i <;>
      simp [hamiltonian, hop, rabi, Matrix.mulVec, dotProduct, Fin.sum_univ_two, ← mul_assoc]
  · rw [funext hd0]
    exact ((Real.hasDerivAt_cos t).fun_mul (Real.hasDerivAt_cos t)).congr_deriv (by ring)
  · have he : (univ : Finset (Fin 2)).erase 0 = {1} := by decide
    have h01 : hop 0 1 = 1 := by simp [hop]
    have hq : Real.cos t * Real.cos t * (Real.sin t * Real.sin t)
        = (Real.cos t * Real.sin t) ^ 2 := by ring
    rw [he, Finset.sum_singleton, hd0, hd1, h01, hq, Real.sqrt_sq_eq_abs, norm_one, one_mul,
      abs_neg, abs_mul, abs_two]

end

end LatticeContinuity
```

```lean
#print axioms LatticeContinuity.region_rate_bound
#print axioms LatticeContinuity.dimer_rate_bound
```

```
'LatticeContinuity.region_rate_bound' depends on axioms: [propext, Classical.choice, Quot.sound]
'LatticeContinuity.dimer_rate_bound' depends on axioms: [propext, Classical.choice, Quot.sound]
```

## Antisymmetry and the single bond

In `bondCurrent_antisymm`, `rw [← hT.apply j i]` replaces T_ji by conj T_ij. Both sides are then expanded in real and imaginary parts of T_ij, φ_i and φ_j, and `ring` confirms the polynomial identity that expresses Im(conj z) = −Im z. In `abs_bondCurrent_le`, `hs` shows √(ρ_i ρ_j) = |φ_i| |φ_j|, `Complex.abs_im_le_norm` is |Im z| ≤ |z|, and `norm_mul` with `Complex.norm_conj` factors |z| into |T_ij| |φ_i| |φ_j|. No property of T is used.

## Differentiating the density

`continuity` works with ψ_i = a + i b for real functions a and b. `hre` and `him` give their derivatives a' and b' by composing with the real-linear maps `Complex.reCLM` and `Complex.imCLM`. `hf` writes ρ_i = a·a + b·b, and the product and sum rules `fun_mul` and `fun_add` give a derivative equal to 2(a a' + b b'), which is 2 Re(conj ψ_i ψ_i').

It remains to match this number with Σ_j J_ij, and the file runs the derivation from that end. `hi` is the equation of motion at site i, `hS` solves it for the hopping sum,

Σ_j T_ij ψ_j = i ψ_i' − v_i ψ_i

and `hsum` collects the currents into 2 Im(conj ψ_i Σ_j T_ij ψ_j). After substitution and expansion, the first term gives 2(a a' + b b') and the potential contributes −2 v_i (a b − b a), which the final `ring` cancels.

## Summing over bonds

In `density_rate_bound`, `h0` gets J_ii = 0 from J_ii = −J_ii, `Finset.sum_erase` removes that term, `Finset.abs_sum_le_sum_abs` is the triangle inequality, and `Finset.sum_le_sum` applies the bond estimate term by term. In `region_rate_bound`, `h0` is A = −A, by `Finset.sum_comm` and antisymmetry, and `hsplit` divides the inner sum between S and its complement. `HasDerivAt.fun_sum` adds the site equations, and `linarith` removes A. The bound uses the triangle inequality once for each of the two sums.

`dimer_rate_bound` takes the site bound at i = 0, identifies r with the current sum by `hr.unique hd`, and reduces the sum to j = 1. `hs` is √(ρ_0(1 − ρ_0)) ≤ 1/2, which `nlinarith` gets from (ρ_0 − 1/2)² ≥ 0. `rabi_witness` supplies the derivative vector (−sin t, −i cos t), checks the two components of the equation, differentiates cos s · cos s, and uses `Real.sqrt_sq_eq_abs` to turn √((cos t sin t)²) into |cos t sin t|.
